# The orbital sum rule for core-level dichroism in the dipole channel from l − 1 to l

An electron in a filled s core shell absorbs an x-ray photon and moves to an empty p orbital. The core electron has no orbital angular momentum, so the photon supplies all of it: light that adds $q$ units of $\hbar$ along the quantization axis, with $q\in\{-1,0,1\}$, reaches only the orbital $m=q$. If $h_m$ is the number of holes in orbital $m$, the absorption for polarization $q$ is proportional to $h_q$. The difference between the two circular polarizations, divided by the total, is therefore

$$\frac{h_1-h_{-1}}{h_1+h_0+h_{-1}}=\frac{\sum_m m\,h_m}{\sum_m h_m}.$$

In a transition from p to d, an orbital can be reached in several ways. The d orbital $m=1$ takes weight $1/2$ from $q=1$, $1/2$ from $q=0$ and none from $q=-1$, so its circular difference is $1/2=m/l$ with $l=2$. The same fraction $m/l$ appears for every $l\ge1$. If all orbitals of the valence shell share one radial strength and the transitions from all core orbitals are counted, the circular difference of the valence shell, divided by its total absorption, is the average of $m/l$ over the holes.

```lean
import Mathlib

namespace CoreLevelDichroism

noncomputable section
```

## Polarization weights

Let the filled core shell have angular momentum $c\ge0$ and the valence shell $l=c+1$. Conservation of angular momentum along the axis fixes the core orbital as $m-q$. By the Wigner-Eckart theorem, the transition probability depends on $m$ and $q$ only through the squared Clebsch-Gordan coefficient for coupling $c$ and $1$ to $l$, which is

$$w_q(m)=\binom{2c}{c+m-q}\binom{2}{1+q}\bigg/\binom{2c+2}{c+1+m}.$$

The lower index $c+m-q$ can be negative, which means that the required core orbital does not exist, and the binomial must then vanish. A mistake is easy to make here: converting the index to a natural number without a guard turns every negative value into $0$. For s to p with $m=-1$, the three weights would then be $1$, $2$ and $1$ instead of $0$, $0$ and $1$. The condition `0 ≤ k` prevents this.

```lean
/-- The binomial coefficient with an integer lower index, zero out of range. -/
def binom (n : ℕ) (k : ℤ) : ℝ := if 0 ≤ k then (n.choose k.toNat : ℝ) else 0
```

In Lean, `c` is a natural number, while `q` and `m` are integers. Writing $l$ as `c + 1` covers every $l\ge1$ without a subtraction.

```lean
/-- The weight of polarization `q` in the transition from core shell `c` to the valence
orbital `m` of shell `l = c + 1`; its domain is `|m| ≤ c + 1`. -/
def weight (c : ℕ) (q m : ℤ) : ℝ :=
  binom (2 * c) (c + m - q) * binom 2 (1 + q) / binom (2 * c + 2) (c + 1 + m)
```

Up to a factor common to all $m$ and $q$, the transition amplitude is the nonnegative square root of the weight. This sign agrees with the usual phase convention, in which all coefficients for coupling to the largest total angular momentum are nonnegative.

```lean
/-- The nonnegative square root of the weight, for `|m| ≤ c + 1`. -/
def amplitude (c : ℕ) (q m : ℤ) : ℝ := √(weight c q m)
```

To identify these amplitudes as Clebsch-Gordan coefficients we need the lowering operator, $J_-|j,m\rangle=\hbar\sqrt{(j+m)(j-m+1)}\,|j,m-1\rangle$. Its matrix element in units of $\hbar$ is

```lean
/-- The matrix element of the lowering operator from `m` to `m - 1` at angular momentum `j`,
in units of ħ, for `-j ≤ m ≤ j`. -/
def ladder (j m : ℝ) : ℝ := √((j + m) * (j - m + 1))
```

The absorption for polarization $q$ adds the contributions of the holes,

$$I_q=R\sum_{m=-l}^{l}h_m\,w_q(m).$$

Here $R$ is an intensity that contains the squared radial integral, whereas textbooks often use the letter for the integral itself. It stands for a transition strength that is the same for all $m$ and $q$. The $h_m$ are arbitrary real numbers in Lean; physically each lies between $0$ and $2$ when both spins are counted.

```lean
/-- The absorption of polarization `q` by a valence shell `c + 1` with hole occupations `h`
and common radial strength `R`. -/
def absorption (c : ℕ) (R : ℝ) (h : ℤ → ℝ) (q : ℤ) : ℝ :=
  R * ∑ m ∈ Finset.Icc (-((c : ℤ) + 1)) ((c : ℤ) + 1), h m * weight c q m
```

## From binomials to quadratic polynomials

At a natural lower index, the extended binomial is the ordinary one.

```lean
/-- At a natural lower index, `binom` is the ordinary binomial coefficient. -/
theorem binom_natCast (n k : ℕ) : binom n (k : ℤ) = (n.choose k : ℝ) := by
  simp [binom]
```

At a negative index it is zero.

```lean
/-- At a negative lower index, `binom` vanishes. -/
theorem binom_neg (n : ℕ) (k : ℤ) (hk : k < 0) : binom n k = 0 := by
  unfold binom
  exact if_neg (by omega)
```

Two identities lower the upper index by one:

$$k\binom{n+1}{k}=(n+1)\binom{n}{k-1},\qquad (n+1-k)\binom{n+1}{k}=(n+1)\binom{n}{k}.$$

They are called absorption identities, which has nothing to do with light. For $k<0$ all terms vanish, and $k=0$ is immediate. For $k=j+1$ the first is a Mathlib lemma, and the second follows from it and Pascal's rule. The proof splits into the same three cases.

```lean
/-- The two identities that lower the upper index of a binomial coefficient by one. -/
theorem binom_absorb (n : ℕ) (k : ℤ) :
    (k : ℝ) * binom (n + 1) k = (n + 1) * binom n (k - 1) ∧
    ((n : ℝ) + 1 - k) * binom (n + 1) k = (n + 1) * binom n k := by
  rcases lt_trichotomy k 0 with hk | rfl | hk
  · rw [binom_neg _ k hk, binom_neg _ k hk, binom_neg _ (k - 1) (by omega)]
    simp
  · simp [binom]
  · obtain ⟨j, rfl⟩ : ∃ j : ℕ, k = (j : ℤ) + 1 := ⟨(k - 1).toNat, by omega⟩
    have h : ((n : ℝ) + 1) * (n.choose j : ℝ) = ((n + 1).choose (j + 1) : ℝ) * (j + 1) := by
      exact_mod_cast Nat.add_one_mul_choose_eq n j
    have hp : ((n + 1).choose (j + 1) : ℝ) = (n.choose j : ℝ) + (n.choose (j + 1) : ℝ) := by
      exact_mod_cast Nat.choose_succ_succ' n j
    rw [show (j : ℤ) + 1 - 1 = (j : ℤ) by omega,
      show (j : ℤ) + 1 = ((j + 1 : ℕ) : ℤ) by omega,
      binom_natCast, binom_natCast, binom_natCast]
    push_cast
    constructor
    · linear_combination -h
    · linear_combination ((n : ℝ) + 1) * hp + h
```

Write $B=\binom{2c+2}{c+1+m}$ and $D=(2c+2)(2c+1)$. Two uses of the first identity give

$$(c+1+m)(c+m)\,B=(2c+2)(c+m)\binom{2c+1}{c+m}=D\binom{2c}{c+m-1}.$$

The first identity followed by the second, and the second used twice, give

$$(c+1+m)(c+1-m)\,B=D\binom{2c}{c+m},\qquad (c+1-m)(c-m)\,B=D\binom{2c}{c+m+1}.$$

For $|m|\le l$ we have $B\ne0$. Dividing by $BD$ and inserting $\binom20=\binom22=1$ and $\binom21=2$ yields

$$w_1=\frac{(c+1+m)(c+m)}{D},\quad w_0=\frac{2(c+1+m)(c+1-m)}{D},\quad w_{-1}=\frac{(c+1-m)(c-m)}{D}.$$

In the proof, `a1` to `a5` are the index-lowering steps, and each of the last three `linear_combination` calls joins two of them.

```lean
/-- For `|m| ≤ c + 1`, the three polarization weights are quadratic polynomials in `m`. -/
theorem weight_closed (c : ℕ) (m : ℤ) (hm : |m| ≤ (c : ℤ) + 1) :
    weight c 1 m = ((c : ℝ) + 1 + m) * (c + m) / ((2 * c + 2) * (2 * c + 1)) ∧
    weight c 0 m = 2 * ((c : ℝ) + 1 + m) * (c + 1 - m) / ((2 * c + 2) * (2 * c + 1)) ∧
    weight c (-1) m = ((c : ℝ) + 1 - m) * (c - m) / ((2 * c + 2) * (2 * c + 1)) := by
  obtain ⟨hl, hu⟩ := abs_le.mp hm
  have hB : binom (2 * c + 2) (c + 1 + m) ≠ 0 := by
    obtain ⟨k, hk⟩ : ∃ k : ℕ, (c : ℤ) + 1 + m = k := ⟨((c : ℤ) + 1 + m).toNat, by omega⟩
    rw [hk, binom_natCast]
    exact_mod_cast (Nat.choose_pos (by omega : k ≤ 2 * c + 2)).ne'
  have hD : ((2 * c + 2) * (2 * c + 1) : ℝ) ≠ 0 := by positivity
  have b2 : binom 2 (1 + 1) = 1 := by
    rw [show (1 + 1 : ℤ) = ((2 : ℕ) : ℤ) by norm_num, binom_natCast]; norm_num
  have b1 : binom 2 (1 + 0) = 2 := by
    rw [show (1 + 0 : ℤ) = ((1 : ℕ) : ℤ) by norm_num, binom_natCast]; norm_num
  have b0 : binom 2 (1 + -1) = 1 := by
    rw [show (1 + -1 : ℤ) = ((0 : ℕ) : ℤ) by norm_num, binom_natCast]; norm_num
  -- lower the upper index from 2c+2 to 2c+1, then to 2c
  have a1 : ((c : ℝ) + 1 + m) * binom (2 * c + 2) (c + 1 + m)
      = (2 * c + 2) * binom (2 * c + 1) (c + m) := by
    have h := (binom_absorb (2 * c + 1) (c + 1 + m)).1
    rw [show (c : ℤ) + 1 + m - 1 = c + m by ring] at h
    push_cast at h
    linear_combination h
  have a2 : ((c : ℝ) + 1 - m) * binom (2 * c + 2) (c + 1 + m)
      = (2 * c + 2) * binom (2 * c + 1) (c + 1 + m) := by
    have h := (binom_absorb (2 * c + 1) (c + 1 + m)).2
    push_cast at h
    linear_combination h
  have a3 := (binom_absorb (2 * c) (c + m)).1
  have a4 := (binom_absorb (2 * c) (c + m)).2
  have a5 := (binom_absorb (2 * c) (c + 1 + m)).2
  push_cast at a3 a4 a5
  unfold weight
  rw [b2, b1, b0, show (c : ℤ) + m - 0 = c + m by ring,
    show (c : ℤ) + m - -1 = c + 1 + m by ring]
  refine ⟨?_, ?_, ?_⟩ <;> rw [div_eq_div_iff hB hD]
  · linear_combination -((c : ℝ) + m) * a1 - (2 * (c : ℝ) + 2) * a3
  · linear_combination -2 * ((c : ℝ) + 1 - m) * a1 - 2 * (2 * (c : ℝ) + 2) * a4
  · linear_combination -((c : ℝ) - m) * a2 - (2 * (c : ℝ) + 2) * a5
```

## Clebsch-Gordan coefficients by lowering

In the stretched state $m=l$ both angular momenta have their largest projection on the axis, so the amplitude for $q=1$ must be one. Indeed $w_1(c+1)=(2c+2)(2c+1)/D=1$.

```lean
/-- In the stretched state `m = c + 1`, the amplitude of polarization `q = 1` is one. -/
theorem amplitude_top (c : ℕ) : amplitude c 1 ((c : ℤ) + 1) = 1 := by
  have hD : ((2 * c + 2) * (2 * c + 1) : ℝ) ≠ 0 := by positivity
  have h : weight c 1 ((c : ℤ) + 1) = 1 := by
    rw [(weight_closed c _ (abs_of_nonneg (by omega)).le).1, div_eq_one_iff_eq hD]
    push_cast
    ring
  rw [amplitude, h, Real.sqrt_one]
```

Let $a_q(m)=\sqrt{w_q(m)}$ and $\lambda_j(m)=\sqrt{(j+m)(j-m+1)}$. Apply the total lowering operator to $|l,m\rangle=\sum_q a_q(m)\,|c,m-q\rangle|1,q\rangle$ and compare the coefficients of $|c,m-1-q\rangle|1,q\rangle$:

$$\lambda_l(m)\,a_q(m-1)=\lambda_c(m-q)\,a_q(m)+\lambda_1(q+1)\,a_{q+1}(m).$$

The closed forms satisfy this relation. For $q=0$, set $s=2(c+1+m)(c+m)/D$. The three terms are then $(c+2-m)\sqrt s$, $(c+1-m)\sqrt s$ and $\sqrt s$, and the prefactors add up. For $q=-1$ and $m\le c$, the common radicand is $(c+1+m)(c+1-m)/D$, with prefactors $c+2-m$, $c-m$ and $2$. At $m=c+1$ all three terms vanish. For $q=1$ the last term is zero because $\lambda_1(2)=0$, and the other two are equal.

In Lean, `comb` is the rule for adding square roots with a common radicand, and the three values of `q` are treated in turn. At the top, the closed forms vanish for $q=0$ and $q=-1$. With these starting values the recursion fixes all amplitudes down to $m=-l$, which is the usual construction of the Clebsch-Gordan coefficients for the largest total angular momentum.

```lean
/-- For `-(c + 1) < m ≤ c + 1` and `q = -1, 0, 1`, the amplitudes obey the Clebsch-Gordan
lowering recursion for coupling angular momenta `c` and `1` to `c + 1`. -/
theorem amplitude_lowering (c : ℕ) (q m : ℤ) (hq : q = -1 ∨ q = 0 ∨ q = 1)
    (hl : -((c : ℤ) + 1) < m) (hu : m ≤ (c : ℤ) + 1) :
    ladder (c + 1) m * amplitude c q (m - 1) =
      ladder c (m - q) * amplitude c q m + ladder 1 (q + 1) * amplitude c (q + 1) m := by
  have hb : ∀ n k, 0 ≤ binom n k := by
    intro n k
    unfold binom
    split_ifs
    · exact Nat.cast_nonneg _
    · exact le_rfl
  have hw : ∀ q m, 0 ≤ weight c q m := fun q m =>
    div_nonneg (mul_nonneg (hb _ _) (hb _ _)) (hb _ _)
  -- square roots with a common radicand add like their prefactors
  have comb : ∀ u v w s a b d : ℝ, 0 ≤ a → 0 ≤ b → 0 ≤ d → a = b + d →
      u = a ^ 2 * s → v = b ^ 2 * s → w = d ^ 2 * s → √u = √v + √w := by
    intro u v w s a b d ha hb hd h hu hv hw
    rw [hu, hv, hw, Real.sqrt_mul (sq_nonneg a), Real.sqrt_mul (sq_nonneg b),
      Real.sqrt_mul (sq_nonneg d), Real.sqrt_sq ha, Real.sqrt_sq hb, Real.sqrt_sq hd, h]
    ring
  obtain ⟨p1, p0, pm⟩ := weight_closed c m (abs_le.mpr ⟨by omega, hu⟩)
  obtain ⟨r1, r0, rm⟩ := weight_closed c (m - 1) (abs_le.mpr ⟨by omega, by omega⟩)
  have hur : (m : ℝ) ≤ c + 1 := by exact_mod_cast hu
  unfold ladder amplitude
  rw [← Real.sqrt_mul' _ (hw q (m - 1)), ← Real.sqrt_mul' _ (hw q m),
    ← Real.sqrt_mul' _ (hw (q + 1) m)]
  rcases hq with rfl | rfl | rfl
  · rw [show (-1 + 1 : ℤ) = 0 from rfl, rm, pm, p0]
    rcases hu.eq_or_lt with he | hlt
    · have her : (m : ℝ) = c + 1 := by exact_mod_cast he
      refine comb _ _ _ 0 0 0 0 le_rfl le_rfl le_rfl (by ring) ?_ ?_ ?_ <;>
        push_cast <;> rw [her] <;> ring
    · have hlr : (m : ℝ) ≤ c := by exact_mod_cast (by omega : m ≤ (c : ℤ))
      refine comb _ _ _ (((c : ℝ) + 1 + m) * (c + 1 - m) / ((2 * c + 2) * (2 * c + 1)))
        (c + 2 - m) (c - m) 2 (by linarith) (by linarith) (by norm_num) (by ring) ?_ ?_ ?_ <;>
        push_cast <;> ring
  · rw [show (0 + 1 : ℤ) = 1 from rfl, r0, p0, p1]
    refine comb _ _ _ (2 * ((c : ℝ) + 1 + m) * (c + m) / ((2 * c + 2) * (2 * c + 1)))
      (c + 2 - m) (c + 1 - m) 1 (by linarith) (by linarith) (by norm_num) (by ring) ?_ ?_ ?_ <;>
      push_cast <;> ring
  · rw [r1, p1]
    refine comb _ _ _ (((c : ℝ) + 1 + m) * (c + m) * (c + m - 1) * (c + 2 - m) /
      ((2 * c + 2) * (2 * c + 1))) 1 1 0 (by norm_num) (by norm_num) le_rfl (by ring)
      ?_ ?_ ?_ <;> push_cast <;> ring
```

## Sum and difference of the weights

The numerators of the three weights add to

$$2c(c+1)+2m^2+2(c+1)^2-2m^2=2(c+1)(2c+1)=D,$$

so an orbital distributes a total weight of one among the polarizations.

```lean
/-- For `|m| ≤ c + 1`, the weights of the three polarizations sum to one. -/
theorem weight_sum (c : ℕ) (m : ℤ) (hm : |m| ≤ (c : ℤ) + 1) :
    weight c 1 m + weight c 0 m + weight c (-1) m = 1 := by
  obtain ⟨h1, h0, hn⟩ := weight_closed c m hm
  have hD : ((2 * c + 2) * (2 * c + 1) : ℝ) ≠ 0 := by positivity
  rw [h1, h0, hn, ← add_div, ← add_div, div_eq_one_iff_eq hD]
  ring
```

In the circular difference the terms even in $m$ cancel, and

$$w_1(m)-w_{-1}(m)=\frac{2m(2c+1)}{(2c+2)(2c+1)}=\frac{m}{c+1}=\frac ml.$$

In both proofs, `ring` checks the polynomial identity after the denominators have been cleared.

```lean
/-- For `|m| ≤ l = c + 1`, the weights of the two circular polarizations differ by `m / l`. -/
theorem weight_diff (c : ℕ) (m : ℤ) (hm : |m| ≤ (c : ℤ) + 1) :
    weight c 1 m - weight c (-1) m = (m : ℝ) / (c + 1) := by
  obtain ⟨h1, -, hn⟩ := weight_closed c m hm
  have hD : ((2 * c + 2) * (2 * c + 1) : ℝ) ≠ 0 := by positivity
  have hc : (c : ℝ) + 1 ≠ 0 := by positivity
  rw [h1, hn, ← sub_div, div_eq_div_iff hD hc]
  ring
```

## Dichroism of the whole shell

Multiplying the sum of the weights by $h_m$ and adding over $m$ gives the total absorption,

$$I_1+I_0+I_{-1}=R\sum_m h_m.$$

Lean merges the three sums into one and compares them term by term with `Finset.sum_congr`.

```lean
/-- The absorption summed over the three polarizations is the radial strength times the
number of holes. -/
theorem total_absorption (c : ℕ) (R : ℝ) (h : ℤ → ℝ) :
    absorption c R h 1 + absorption c R h 0 + absorption c R h (-1) =
      R * ∑ m ∈ Finset.Icc (-((c : ℤ) + 1)) ((c : ℤ) + 1), h m := by
  unfold absorption
  rw [← mul_add, ← mul_add, ← Finset.sum_add_distrib, ← Finset.sum_add_distrib]
  congr 1
  apply Finset.sum_congr rfl
  intro m hm
  have hs := weight_sum c m (abs_le.mpr (Finset.mem_Icc.mp hm))
  linear_combination h m * hs
```

The difference of the weights gives in the same way

$$I_1-I_{-1}=\frac Rl\sum_m m\,h_m,$$

which is `hd` in the proof below. If $R\ne0$ and $\sum_m h_m\ne0$, the total is nonzero and $R$ cancels:

$$\frac{I_1-I_{-1}}{I_1+I_0+I_{-1}}=\frac{\sum_m m\,h_m}{l\sum_m h_m}.$$

The two conditions say that the transition is dipole-active and that the valence shell has room for an electron. The theorem states that the total is nonzero alongside the ratio, so the quotient is a true one.

```lean
/-- Orbital sum rule: for nonzero radial strength and nonzero number of holes, the total
absorption is nonzero, and the dichroism divided by it is `∑ m h_m / (l ∑ h_m)`, `l = c + 1`. -/
theorem orbital_sum_rule (c : ℕ) (R : ℝ) (h : ℤ → ℝ) (hR : R ≠ 0)
    (hh : ∑ m ∈ Finset.Icc (-((c : ℤ) + 1)) ((c : ℤ) + 1), h m ≠ 0) :
    absorption c R h 1 + absorption c R h 0 + absorption c R h (-1) ≠ 0 ∧
    (absorption c R h 1 - absorption c R h (-1)) /
        (absorption c R h 1 + absorption c R h 0 + absorption c R h (-1)) =
      (∑ m ∈ Finset.Icc (-((c : ℤ) + 1)) ((c : ℤ) + 1), (m : ℝ) * h m) /
        (((c : ℝ) + 1) * ∑ m ∈ Finset.Icc (-((c : ℤ) + 1)) ((c : ℤ) + 1), h m) := by
  -- the dichroism weighs each hole by m / l
  have hd : absorption c R h 1 - absorption c R h (-1) =
      R * ((∑ m ∈ Finset.Icc (-((c : ℤ) + 1)) ((c : ℤ) + 1), (m : ℝ) * h m) / (c + 1)) := by
    unfold absorption
    rw [← mul_sub, ← Finset.sum_sub_distrib, Finset.sum_div]
    congr 1
    apply Finset.sum_congr rfl
    intro m hm
    have hs := weight_diff c m (abs_le.mpr (Finset.mem_Icc.mp hm))
    linear_combination h m * hs
  rw [hd, total_absorption]
  exact ⟨mul_ne_zero hR hh, by rw [mul_div_mul_left _ _ hR, div_div]⟩

end

end CoreLevelDichroism
```

A full shell has no net orbital moment, so the electrons carry $\langle L_z\rangle=-\hbar\sum_m m\,h_m$, with the opposite sign to the holes. In electronic-structure work the ratio thus connects orbital occupations with x-ray magnetic circular dichroism, within a model of one dipole channel and one radial strength.

The orbital sum rule used for measured spectra is a statement about many-electron ground states, while the theorem here takes the hole occupations as given numbers. The step left to physics is the identification of $I_q$ with the measured absorption, integrated over all spin-orbit partners of the core edge.

```lean
#print axioms CoreLevelDichroism.amplitude_top
#print axioms CoreLevelDichroism.amplitude_lowering
#print axioms CoreLevelDichroism.orbital_sum_rule
```

```
'CoreLevelDichroism.amplitude_top' depends on axioms: [propext, Classical.choice, Quot.sound]
'CoreLevelDichroism.amplitude_lowering' depends on axioms: [propext, Classical.choice, Quot.sound]
'CoreLevelDichroism.orbital_sum_rule' depends on axioms: [propext, Classical.choice, Quot.sound]
```
